# The Fourier amplitude of the Laplace integrand for $1/x$, and its size at a grid's sampling frequency

In a Laplace-transformed MP2 calculation, one has to choose a quadrature for the integral that represents the reciprocal of the energy denominator $x=\varepsilon_a+\varepsilon_b-\varepsilon_i-\varepsilon_j$, where $a,b$ label virtual and $i,j$ occupied orbitals. Take $x>0$ throughout this introduction. Writing $1/x=\int_0^\infty e^{-xt}\,dt$ separates the orbital energies, and a uniform grid in $s=\ln t$, one possible choice of quadrature, turns the integral into a sum. For an infinite grid of spacing $h$, Poisson summation gives

$$h\sum_{n\in\mathbb Z}K_x(nh)=\sum_{k\in\mathbb Z}F(x,2\pi k/h),$$

where $K_x(s)=e^{s-xe^s}$ and $F(x,y)=\int_{\mathbb R}K_x(s)e^{iys}\,ds$. The $k=0$ term is the wanted reciprocal $1/x$, and $k=\pm1$ are the first aliasing terms. The theorems below evaluate $F$; they treat neither the Poisson formula nor the truncation of the sum.

```lean
import Mathlib

open MeasureTheory Filter Topology
open scoped Real ComplexConjugate

namespace LaplaceDenominatorAliasing

noncomputable section
```

The kernel includes the Jacobian $dt=e^s\,ds$. Both $x$ and $s$ are real numbers, with energies measured in a fixed unit.

```lean
/-- The Laplace integrand for the reciprocal `1/x` of an energy denominator `x`, on the logarithmic
time axis `t = exp s`. -/
def laplaceKernel (x s : ℝ) : ℝ := Real.exp (s - x * Real.exp s)
```

The amplitude is a complex-valued integral over the whole real line. Its convention is a positive sign in the exponent, angular frequency $y$, and no factor of $1/2\pi$.

```lean
/-- The Fourier amplitude of the Laplace integrand at angular frequency `y`. -/
def fourierAmplitude (x y : ℝ) : ℂ :=
  ∫ s : ℝ, (laplaceKernel x s : ℂ) * Complex.exp (Complex.I * y * s)
```

For small $h$, the candidate for the modulus of each first aliasing term has a prefactor as well as the exponential:

$$A(x,h)=\frac{2\pi}{x\sqrt h}\,e^{-\pi^2/h}.$$

```lean
/-- The term `2π / (x √h) · exp (-π²/h)` for grid spacing `h`. -/
def leadingAlias (x h : ℝ) : ℝ :=
  2 * π / (x * √h) * Real.exp (-(π ^ 2 / h))
```

## From the logarithmic axis to the Gamma function

Put $t=e^s$. Then $K_x(s)\,ds=e^{-xt}\,dt$ and $e^{iys}=t^{iy}$. With $u=xt$, for $x>0$,

$$F(x,y)=\int_0^\infty t^{iy}e^{-xt}\,dt=x^{-1-iy}\int_0^\infty u^{iy}e^{-u}\,du=x^{-1-iy}\,\Gamma(1+iy).$$

The theorem states this for every real $y$, with the principal complex power. In the proof, `h` is not the grid spacing but the name of Mathlib's scaled Gamma integral and `hsub` is the change of variables. `hpow` rewrites $(1/x)^{1+iy}$ as $x^{-1-iy}$, while `hp` and `hk` match the integrands point by point.

```lean
/-- The Fourier amplitude of the Laplace integrand is
`x ^ (-1 - i y) Γ(1 + i y)`. -/
theorem fourierAmplitude_eq_Gamma {x : ℝ} (hx : 0 < x) (y : ℝ) :
    fourierAmplitude x y =
      (x : ℂ) ^ (-1 - Complex.I * y) * Complex.Gamma (1 + Complex.I * y) := by
  have h := Complex.integral_cpow_mul_exp_neg_mul_Ioi
    (a := 1 + Complex.I * y) (r := x) (by simp) hx
  -- substitute t = exp s, which maps the real line onto the positive half-line
  have hsub := integral_image_eq_integral_abs_deriv_smul (s := Set.univ)
    MeasurableSet.univ (fun s _ => (Real.hasDerivAt_exp s).hasDerivWithinAt)
    Real.exp_injective.injOn
    (fun t : ℝ => (t : ℂ) ^ (1 + Complex.I * y - 1) * Complex.exp (-(x * t)))
  rw [Set.image_univ, Real.range_exp, setIntegral_univ, h] at hsub
  have harg : (x : ℂ).arg ≠ π := by
    rw [Complex.arg_ofReal_of_nonneg hx.le]
    exact Real.pi_ne_zero.symm
  have hpow : (1 / (x : ℂ)) ^ (1 + Complex.I * y) = (x : ℂ) ^ (-1 - Complex.I * y) := by
    rw [one_div, Complex.inv_cpow _ _ harg, ← Complex.cpow_neg]
    congr 1
    ring
  rw [← hpow, hsub, fourierAmplitude]
  refine integral_congr_ae (Eventually.of_forall fun s => ?_)
  have hp : ((Real.exp s : ℝ) : ℂ) ^ (1 + Complex.I * y - 1)
      = Complex.exp (Complex.I * y * s) := by
    rw [Complex.cpow_def_of_ne_zero (by exact_mod_cast (Real.exp_pos s).ne'),
      ← Complex.ofReal_log (Real.exp_pos s).le, Real.log_exp]
    congr 1
    ring
  have hk : (laplaceKernel x s : ℂ)
      = ((Real.exp s : ℝ) : ℂ) * Complex.exp (-(x * (Real.exp s : ℝ))) := by
    rw [laplaceKernel, sub_eq_add_neg, Real.exp_add]
    push_cast
    try rfl
  beta_reduce
  rw [hk, hp, abs_of_pos (Real.exp_pos s), Complex.real_smul]
  ring
```

At $y=0$ the phase is one and $\Gamma(1)=1$, so the integral is $1/x$. The proof specialises the previous theorem and returns from complex to real numbers.

The hypothesis $x>0$ holds whenever every virtual level lies above every occupied one. Without it the statement fails: at $x=-1$ the integrand is $e^{s+e^s}$, whose integral diverges and is given the value $0$ in Lean, whereas $1/x=-1$.

```lean
/-- For `x > 0` the Laplace integrand integrates over the real line to `1/x`. -/
theorem integral_laplaceKernel {x : ℝ} (hx : 0 < x) :
    ∫ s : ℝ, laplaceKernel x s = 1 / x := by
  have h := fourierAmplitude_eq_Gamma hx 0
  rw [fourierAmplitude] at h
  simp only [Complex.ofReal_zero, mul_zero, zero_mul, Complex.exp_zero, mul_one,
    sub_zero, add_zero, Complex.Gamma_one, Complex.cpow_neg_one] at h
  rw [integral_complex_ofReal] at h
  rw [one_div]
  exact_mod_cast h
```

## The modulus at nonzero frequency

For real $y\neq0$, conjugation gives $\overline{\Gamma(1+iy)}=\Gamma(1-iy)$, and the recurrence gives $\Gamma(1+iy)=iy\,\Gamma(iy)$. The reflection formula then yields

$$|\Gamma(1+iy)|^2=iy\,\Gamma(iy)\Gamma(1-iy)=\frac{iy\,\pi}{\sin(\pi iy)}=\frac{\pi y}{\sinh(\pi y)},$$

since $\sin(i\pi y)=i\sinh(\pi y)$. These steps appear as `hc`, `hs` and `hprod`; the last lines identify the product with the squared norm.

```lean
/-- On the line of real part one, `|Γ(1 + i y)|² = π y / sinh (π y)` for nonzero `y`. -/
theorem norm_sq_Gamma_one_add {y : ℝ} (hy : y ≠ 0) :
    ‖Complex.Gamma (1 + Complex.I * y)‖ ^ 2 = π * y / Real.sinh (π * y) := by
  have hI := Complex.I_ne_zero
  have hz : Complex.I * (y : ℂ) ≠ 0 := mul_ne_zero hI (by exact_mod_cast hy)
  have hS : Real.sinh (π * y) ≠ 0 := fun h =>
    mul_ne_zero Real.pi_ne_zero hy (Real.sinh_eq_zero.mp h)
  have hS' : Complex.sinh ((π : ℂ) * y) ≠ 0 := by exact_mod_cast hS
  have hc : Complex.Gamma (1 - Complex.I * y)
      = conj (Complex.Gamma (1 + Complex.I * y)) := by
    rw [← Complex.Gamma_conj]
    congr 1
    simp [sub_eq_add_neg]
  have hs : Complex.sin (π * (Complex.I * y)) = Complex.sinh (π * y) * Complex.I := by
    rw [← Complex.sin_mul_I]
    congr 1
    ring
  -- recurrence and reflection evaluate the product of Gamma with its conjugate
  have hprod : Complex.Gamma (1 + Complex.I * y) * conj (Complex.Gamma (1 + Complex.I * y))
      = ((π * y / Real.sinh (π * y) : ℝ) : ℂ) := by
    rw [← hc, add_comm (1 : ℂ) (Complex.I * y), Complex.Gamma_add_one _ hz, mul_assoc,
      Complex.Gamma_mul_Gamma_one_sub, hs]
    push_cast
    field_simp
  rw [Complex.mul_conj] at hprod
  rw [← Complex.normSq_eq_norm_sq]
  exact Complex.ofReal_injective hprod
```

Because $|x^{-1-iy}|=x^{-1}$ for $x>0$, multiplying the two squared moduli gives

$$|F(x,y)|^2=\frac{\pi y}{x^2\sinh(\pi y)}.$$

The Lean proof takes the norm of the product and evaluates the power through its real part, `hre`.

```lean
/-- At nonzero frequency `y` the squared modulus of the Fourier amplitude is
`π y / (x² sinh (π y))`. -/
theorem norm_sq_fourierAmplitude {x y : ℝ} (hx : 0 < x) (hy : y ≠ 0) :
    ‖fourierAmplitude x y‖ ^ 2 = π * y / (x ^ 2 * Real.sinh (π * y)) := by
  have hre : (-1 - Complex.I * (y : ℂ)).re = -1 := by simp
  rw [fourierAmplitude_eq_Gamma hx, norm_mul, mul_pow, norm_sq_Gamma_one_add hy,
    Complex.norm_cpow_eq_rpow_re_of_pos hx, hre, Real.rpow_neg_one, inv_pow,
    ← div_eq_inv_mul, div_div, mul_comm (Real.sinh (π * y))]
```

## The first sampling frequency

Set $y=2\pi/h$ with $h>0$, and let $a=e^{-2\pi^2/h}$. Then $\sinh(2\pi^2/h)=(a^{-1}-a)/2=(1-a^2)/(2a)$, so

$$|F(x,2\pi/h)|^2=\frac{2\pi^2}{h}\,\frac{2a}{x^2(1-a^2)}=\frac{4\pi^2a}{x^2h(1-a^2)}.$$

Taking the positive root gives

$$|F(x,2\pi/h)|=\frac{A(x,h)}{\sqrt{1-e^{-4\pi^2/h}}}.$$

This is exact for every $x>0$ and every spacing $h>0$. Relative to $1/x$, the modulus depends only on $h$, so on an infinite uniform logarithmic grid the modulus of this aliasing term has the same relative size for all positive denominators. Its phase does depend on $x$, through $x^{-2\pi i/h}$. Since $K_x$ is real, the $k=\pm1$ terms are complex conjugates and add to $2\,\mathrm{Re}\,F(x,2\pi/h)$; relative to $1/x$ this sum oscillates in $\ln x$ with period $h$, and twice the relative modulus is its amplitude.

In the proof, `h1` and `h2` express the exponentials through $a$, and `h3` and `h4` rewrite the hyperbolic sine. Since both sides are nonnegative, comparing their squares is enough.

```lean
/-- At the sampling frequency `2π/h` of a grid with spacing `h`, the modulus of the
Fourier amplitude is `2π / (x √h) · exp (-π²/h)` divided by `√(1 - exp (-4π²/h))`. -/
theorem norm_fourierAmplitude_sampling {x h : ℝ} (hx : 0 < x) (hh : 0 < h) :
    ‖fourierAmplitude x (2 * π / h)‖ =
      leadingAlias x h / √(1 - Real.exp (-(4 * π ^ 2 / h))) := by
  have hy : 2 * π / h ≠ 0 := by positivity
  obtain ⟨a, ha⟩ : ∃ a, a = Real.exp (-(2 * π ^ 2 / h)) := ⟨_, rfl⟩
  have ha0 : 0 < a := ha ▸ Real.exp_pos _
  have ha1 : a < 1 := by
    rw [ha, Real.exp_lt_one_iff]
    exact neg_lt_zero.mpr (by positivity)
  have h1 : Real.exp (-(π ^ 2 / h)) ^ 2 = a := by
    rw [ha, ← Real.exp_nat_mul]
    congr 1
    push_cast
    ring
  have h2 : Real.exp (-(4 * π ^ 2 / h)) = a ^ 2 := by
    rw [ha, ← Real.exp_nat_mul]
    congr 1
    push_cast
    ring
  have h3 : Real.sinh (π * (2 * π / h)) = (a⁻¹ - a) / 2 := by
    have e : π * (2 * π / h) = 2 * π ^ 2 / h := by ring
    rw [e, Real.sinh_eq, ha, ← Real.exp_neg, neg_neg]
  have h4 : a⁻¹ - a = (1 - a ^ 2) / a := by field_simp
  have h5 : 0 < 1 - a ^ 2 := by nlinarith
  -- both sides are nonnegative, so it is enough to compare squares
  refine (sq_eq_sq₀ (norm_nonneg _) (by unfold leadingAlias; positivity)).mp ?_
  rw [norm_sq_fourierAmplitude hx hy, h3, h4, h2, leadingAlias, div_pow, mul_pow, h1,
    div_pow, mul_pow x, Real.sq_sqrt hh.le, Real.sq_sqrt h5.le]
  generalize 1 - a ^ 2 = d at h5 ⊢
  field_simp
  try ring
```

Dividing by $A(x,h)$ leaves $(1-e^{-4\pi^2/h})^{-1/2}$. As $h\to0^+$, $4\pi^2/h\to\infty$, the exponential vanishes, and the ratio tends to one. The theorem takes this one-sided limit, written `𝓝[>] 0`, at fixed $x>0$.

The proof follows the same order: `hinv` sends $4\pi^2/h$ to infinity, `ht` sends the exponential to zero, and `hs` and `hr` pass the limit through the square root and the inverse. The exact formula then identifies the ratio for positive $h$.

```lean
/-- As the grid spacing `h` tends to zero, the ratio of the Fourier modulus at
frequency `2π/h` to `2π / (x √h) · exp (-π²/h)` tends to one. -/
theorem tendsto_sampling_ratio {x : ℝ} (hx : 0 < x) :
    Tendsto (fun h : ℝ => ‖fourierAmplitude x (2 * π / h)‖ / leadingAlias x h)
      (𝓝[>] 0) (𝓝 1) := by
  have hinv : Tendsto (fun h : ℝ => 4 * π ^ 2 * h⁻¹) (𝓝[>] 0) atTop :=
    Filter.Tendsto.const_mul_atTop (by positivity) tendsto_inv_nhdsGT_zero
  have ht : Tendsto (fun h : ℝ => Real.exp (-(4 * π ^ 2 / h))) (𝓝[>] 0) (𝓝 0) :=
    (Real.tendsto_exp_neg_atTop_nhds_zero.comp hinv).congr fun h => by
      simp only [Function.comp_apply, div_eq_mul_inv]
  have hs := ((tendsto_const_nhds (x := (1 : ℝ))).sub ht).sqrt
  rw [sub_zero, Real.sqrt_one] at hs
  have hr := hs.inv₀ one_ne_zero
  rw [inv_one] at hr
  -- the exact formula reduces the ratio to the inverse square root
  refine hr.congr' ?_
  filter_upwards [self_mem_nhdsWithin] with h hh
  have hh' : 0 < h := hh
  have hA : leadingAlias x h ≠ 0 := by
    unfold leadingAlias
    positivity
  rw [norm_fourierAmplitude_sampling hx hh', div_right_comm, div_self hA, one_div]

end

end LaplaceDenominatorAliasing
```

```lean
#print axioms LaplaceDenominatorAliasing.integral_laplaceKernel
#print axioms LaplaceDenominatorAliasing.norm_fourierAmplitude_sampling
#print axioms LaplaceDenominatorAliasing.tendsto_sampling_ratio
```

```
'LaplaceDenominatorAliasing.integral_laplaceKernel' depends on axioms: [propext, Classical.choice, Quot.sound]
'LaplaceDenominatorAliasing.norm_fourierAmplitude_sampling' depends on axioms: [propext, Classical.choice, Quot.sound]
'LaplaceDenominatorAliasing.tendsto_sampling_ratio' depends on axioms: [propext, Classical.choice, Quot.sound]
```
